# In fixed uniform fields and at fixed area, the Hall conductivity of N identical classical charges with balanced internal forces is proportional to N

## Charges drifting in crossed fields

A flat sample carries N identical charges in a perpendicular magnetic field and an electric field along x. The charges drift along y, and the drift current defines a Hall conductivity. In the integer quantum Hall effect this conductivity stays constant over a range of particle numbers. Can classical charges do the same if they push on each other with any internal forces that sum to zero, but feel no other force from the sample?

They cannot. For classical charges in uniform fields, without impurities or confining edges, the conductivity at fixed area and magnetic field changes with every added particle. The quantum Hall plateaus must therefore rely on something that this model leaves out.

Each charge has mass m and charge q. The fields are E along x and B perpendicular to the plane. Charge i has velocity (vx_i, vy_i) and feels an internal force (Fx_i, Fy_i):

m vx_i′ = q(E + B vy_i) + Fx_i

m vy_i′ = −qB vx_i + Fy_i

Σ_i Fx_i = 0, Σ_i Fy_i = 0

Pair forces that obey Newton's third law satisfy the last line.

## What the theorems say

The structure `IsMotion` collects these equations for all real times. The index type `Fin N` labels the charges, and velocities and forces are functions of time. Newton's law is written as the derivative of the momentum `m * vx i s`. Positions do not appear: a force that depends on positions enters through its values along the actual motion. The equations are non-relativistic, without friction or radiation.

`total` is the sum of one velocity component over all charges, and `timeAverage f T` is the integral of f from 0 to T divided by T. The theorem `average_drift` says that for m > 0 and qB ≠ 0 the averaged total velocity tends to (0, −NE/B) as T grows.

For a sample of area A ≠ 0 and a field E ≠ 0, the transverse current density is j_y = q Vy/A, where Vy is the total y velocity. The area is a fixed number in this definition; the equations do not keep the charges inside it. The conductivity σ is defined by the requirement that the average of j_y tends to −σE. With this sign, `hall_conductivity_iff` states that σ meets the requirement exactly when

σAB = qN.

At E = 0 the average of j_y tends to 0 and the requirement holds for every σ, hence the condition on E. Finally, `no_plateau` compares two systems with the same m, q, E, B and A: if both show the same σ, they contain the same number of charges.

## From Newton's equations to the drift

Write Vx and Vy for the total velocity components. Summing over i removes the internal forces:

m Vx′ = q(NE + B Vy)

m Vy′ = −qB Vx

Now measure the velocity relative to the expected drift, with U = Vy + NE/B. Then m Vx′ = qB U and m U′ = −qB Vx, so

(Vx² + U²)′ = 2 Vx (qB U/m) − 2 U (qB Vx/m) = 0.

The length R = √(Vx² + U²) is constant. Both Vx and U stay between −R and R, and neither Vx nor Vy can change by more than 2R.

Integrating the summed equations from 0 to T gives

qB ∫ Vx dt = −m (Vy(T) − Vy(0))

q (NET + B ∫ Vy dt) = m (Vx(T) − Vx(0)).

Division by qBT turns them into

(1/T) ∫ Vx dt = −(m/(qB)) (Vy(T) − Vy(0))/T

(1/T) ∫ Vy dt = −NE/B + (m/(qB)) (Vx(T) − Vx(0))/T.

The velocity changes are bounded, so the terms that contain them vanish as T → ∞, and the drift remains.

The average of j_y therefore tends to −qNE/(AB). A limit is unique, so setting this equal to −σE and cancelling E gives σAB = qN. If two systems share σ, A, B and q, then qN = qN′, and N = N′ because q ≠ 0.

## Two charges released from rest

In consistent units take N = 2, m = q = 1, B = 2, E = 6 and A = 3. Both charges start at rest, so Vx(0) = Vy(0) = 0 and R = NE/B = 6. The summed equations are solved by

Vx = 6 sin 2t, Vy = −6 + 6 cos 2t.

The averages over [0, T] are

3(1 − cos 2T)/T and −6 + 3 sin(2T)/T.

They tend to 0 and −6. At T = 60 they differ from these limits by at most 0.1 and 0.05. The mean current density tends to −6/3 = −2, which equals −σE for σ = 1/3, in agreement with qN/(AB) = 2/6. A third charge would raise σ to 1/2.

## A pinned charge breaks the count

Let m = q = B = E = 1 and hold a single charge at rest with the force Fx = −1, Fy = 0. Newton's equations are satisfied, but the average velocity is 0 and not −1. The condition Σ_i Fx_i = 0 excludes this force.

The same force also defeats the comparison of particle numbers. Place this pinned charge beside a free one that does not interact with it and drifts with velocity (0, −1). The pair carries the same current as the free charge alone, although N has changed from 1 to 2.

## The Lean file

```lean
import Mathlib

open Filter Topology

namespace ClassicalHallNoPlateau

noncomputable section

/-- Newton's equations for `N` planar charges in an electric field `E` along x and a
magnetic field `B`, with internal forces `Fx`, `Fy` that sum to zero at every time. -/
structure IsMotion {N : ℕ} (m q E B : ℝ) (vx vy Fx Fy : Fin N → ℝ → ℝ) : Prop where
  newton_x : ∀ i t, HasDerivAt (fun s => m * vx i s) (q * (E + B * vy i t) + Fx i t) t
  newton_y : ∀ i t, HasDerivAt (fun s => m * vy i s) (-(q * B * vx i t) + Fy i t) t
  internal_x : ∀ t, ∑ i, Fx i t = 0
  internal_y : ∀ t, ∑ i, Fy i t = 0

/-- The sum of one velocity component over all particles. -/
def total {N : ℕ} (v : Fin N → ℝ → ℝ) (t : ℝ) : ℝ := ∑ i, v i t

/-- The time average of `f` over `[0, T]`, for `T > 0`. -/
def timeAverage (f : ℝ → ℝ) (T : ℝ) : ℝ := (∫ t in (0 : ℝ)..T, f t) / T

variable {N : ℕ} {m q E B : ℝ} {vx vy Fx Fy : Fin N → ℝ → ℝ}

/-- The internal forces drop out of the equations of motion for the total momentum. -/
theorem total_newton (h : IsMotion m q E B vx vy Fx Fy) (t : ℝ) :
    HasDerivAt (fun s => m * total vx s) (q * (N * E + B * total vy t)) t ∧
    HasDerivAt (fun s => m * total vy s) (-(q * B * total vx t)) t := by
  have e (v : Fin N → ℝ → ℝ) : (fun s => m * total v s) = fun s => ∑ i, m * v i s := by
    funext s
    simp only [total, Finset.mul_sum]
  constructor
  · rw [e]
    refine (HasDerivAt.fun_sum (fun i _ => h.newton_x i t)).congr_deriv ?_
    rw [Finset.sum_add_distrib, h.internal_x, ← Finset.mul_sum, Finset.sum_add_distrib,
      ← Finset.mul_sum]
    simp [total]
  · rw [e]
    refine (HasDerivAt.fun_sum (fun i _ => h.newton_y i t)).congr_deriv ?_
    rw [Finset.sum_add_distrib, h.internal_y, Finset.sum_neg_distrib, ← Finset.mul_sum]
    simp [total]

/-- For nonzero mass, the acceleration is the rate of change of momentum divided by the mass. -/
theorem acceleration_of_momentum {f : ℝ → ℝ} {p t : ℝ} (hm : m ≠ 0)
    (h : HasDerivAt (fun s => m * f s) p t) : HasDerivAt f (p / m) t := by
  have e : f = fun s => m * f s / m :=
    funext fun s => (mul_div_cancel_left₀ (f s) hm).symm
  rw [e]
  exact h.div_const m

/-- For nonzero mass and magnetic field, the total velocity measured relative to the
drift `(0, -N E / B)` has constant length. -/
theorem cyclotron_speed_conserved (h : IsMotion m q E B vx vy Fx Fy) (hm : m ≠ 0)
    (hB : B ≠ 0) (t : ℝ) :
    total vx t ^ 2 + (total vy t + N * E / B) ^ 2 =
      total vx 0 ^ 2 + (total vy 0 + N * E / B) ^ 2 := by
  have hd : B * (N * E / B) = N * E := by field_simp
  have key (s : ℝ) : HasDerivAt (fun s => total vx s * total vx s +
      (total vy s + N * E / B) * (total vy s + N * E / B)) 0 s := by
    have hx := acceleration_of_momentum hm (total_newton h s).1
    have hy := (acceleration_of_momentum hm (total_newton h s).2).add_const (N * E / B)
    refine ((hx.fun_mul hx).fun_add (hy.fun_mul hy)).congr_deriv ?_
    linear_combination (-(2 * q * total vx s / m)) * hd
  simp only [sq]
  exact is_const_of_deriv_eq_zero (fun s => (key s).differentiableAt)
    (fun s => (key s).deriv) t 0

/-- For nonzero mass, the equations of motion for the total momentum, integrated from `0` to `T`,
relate the time integrals of the total velocity to its change between these times. -/
theorem integrated_velocity (h : IsMotion m q E B vx vy Fx Fy) (hm : m ≠ 0) (T : ℝ) :
    q * B * (∫ t in (0 : ℝ)..T, total vx t) = -(m * (total vy T - total vy 0)) ∧
    q * (N * E * T + B * ∫ t in (0 : ℝ)..T, total vy t) =
      m * (total vx T - total vx 0) := by
  have cx : Continuous (total vx) := continuous_iff_continuousAt.2 fun t =>
    (acceleration_of_momentum hm (total_newton h t).1).continuousAt
  have cy : Continuous (total vy) := continuous_iff_continuousAt.2 fun t =>
    (acceleration_of_momentum hm (total_newton h t).2).continuousAt
  constructor
  · have c : Continuous fun t => -(q * B * total vx t) := by fun_prop
    have i : (∫ t in (0 : ℝ)..T, -(q * B * total vx t)) = m * total vy T - m * total vy 0 :=
      intervalIntegral.integral_eq_sub_of_hasDerivAt
        (fun t _ => (total_newton h t).2) (c.intervalIntegrable 0 T)
    rw [intervalIntegral.integral_neg, intervalIntegral.integral_const_mul] at i
    linarith
  · have c : Continuous fun t => q * (N * E + B * total vy t) := by fun_prop
    have i : (∫ t in (0 : ℝ)..T, q * (N * E + B * total vy t)) =
        m * total vx T - m * total vx 0 :=
      intervalIntegral.integral_eq_sub_of_hasDerivAt
        (fun t _ => (total_newton h t).1) (c.intervalIntegrable 0 T)
    have c2 : Continuous fun t => B * total vy t := by fun_prop
    have h1 : IntervalIntegrable (fun _ : ℝ => (N : ℝ) * E) MeasureTheory.volume 0 T :=
      continuous_const.intervalIntegrable 0 T
    rw [intervalIntegral.integral_const_mul,
      intervalIntegral.integral_add h1 (c2.intervalIntegrable 0 T),
      intervalIntegral.integral_const, intervalIntegral.integral_const_mul,
      sub_zero, smul_eq_mul] at i
    linear_combination i

/-- A bounded quantity divided by the elapsed time tends to zero. -/
theorem bounded_div_time {g : ℝ → ℝ} {C : ℝ} (hg : ∀ t, |g t| ≤ C) :
    Tendsto (fun T => g T / T) atTop (𝓝 0) := by
  refine squeeze_zero_norm' (a := fun T => C / T) ?_ (tendsto_const_nhds.div_atTop tendsto_id)
  filter_upwards [eventually_gt_atTop (0 : ℝ)] with T hT
  rw [Real.norm_eq_abs, abs_div, abs_of_pos hT]
  exact div_le_div_of_nonneg_right (hg T) hT.le

/-- For positive mass and nonzero `q B`, the time-averaged total velocity of `N` charges tends to
`(0, -N E / B)`, for any internal forces that sum to zero. -/
theorem average_drift (h : IsMotion m q E B vx vy Fx Fy) (hm : 0 < m) (hqB : q * B ≠ 0) :
    Tendsto (timeAverage (total vx)) atTop (𝓝 0) ∧
    Tendsto (timeAverage (total vy)) atTop (𝓝 (-(N * E / B))) := by
  have hB : B ≠ 0 := right_ne_zero_of_mul hqB
  have hd : B * (N * E / B) = N * E := by field_simp
  obtain ⟨c, hc⟩ : ∃ c, q * B * c = m := ⟨m / (q * B), mul_div_cancel₀ m hqB⟩
  -- the conserved length bounds both components
  let R := √(total vx 0 ^ 2 + (total vy 0 + N * E / B) ^ 2)
  have bx (t : ℝ) : |total vx t| ≤ R := Real.abs_le_sqrt (by
    nlinarith [cyclotron_speed_conserved h hm.ne' hB t, sq_nonneg (total vy t + N * E / B)])
  have bY (t : ℝ) : |total vy t + N * E / B| ≤ R := Real.abs_le_sqrt (by
    nlinarith [cyclotron_speed_conserved h hm.ne' hB t, sq_nonneg (total vx t)])
  have dx (t : ℝ) : |total vx t - total vx 0| ≤ 2 * R := by
    have h1 := abs_le.1 (bx t)
    have h2 := abs_le.1 (bx 0)
    exact abs_le.2 ⟨by linarith, by linarith⟩
  have dy (t : ℝ) : |total vy t - total vy 0| ≤ 2 * R := by
    have h1 := abs_le.1 (bY t)
    have h2 := abs_le.1 (bY 0)
    exact abs_le.2 ⟨by linarith, by linarith⟩
  constructor
  · have l := (bounded_div_time dy).const_mul (-c)
    rw [mul_zero] at l
    refine l.congr fun T => ?_
    have e := (integrated_velocity h hm.ne' T).1
    have e2 : (∫ t in (0 : ℝ)..T, total vx t) = -c * (total vy T - total vy 0) := by
      apply mul_left_cancel₀ hqB
      linear_combination e + (total vy T - total vy 0) * hc
    rw [timeAverage, e2, mul_div_assoc]
  · have l := ((bounded_div_time dx).const_mul c).const_add (-(N * E / B))
    rw [mul_zero, add_zero] at l
    refine l.congr' ?_
    filter_upwards [eventually_gt_atTop (0 : ℝ)] with T hT
    have e := (integrated_velocity h hm.ne' T).2
    have hu : (total vx T - total vx 0) / T * T = total vx T - total vx 0 :=
      div_mul_cancel₀ _ hT.ne'
    rw [timeAverage, eq_div_iff hT.ne']
    apply mul_left_cancel₀ hqB
    linear_combination -e - q * T * hd + q * B * c * hu + (total vx T - total vx 0) * hc

/-- For `N` charges that obey `IsMotion` in a sample of nonzero area `A`, with `E ≠ 0`, `m > 0` and
`q B ≠ 0`, the averaged transverse current density tends to `-σ E` exactly when `σ A B = q N`. -/
theorem hall_conductivity_iff (h : IsMotion m q E B vx vy Fx Fy) (hm : 0 < m)
    (hqB : q * B ≠ 0) (hE : E ≠ 0) {A : ℝ} (hA : A ≠ 0) (σ : ℝ) :
    Tendsto (timeAverage fun t => q * total vy t / A) atTop (𝓝 (-(σ * E))) ↔
      σ * (A * B) = q * N := by
  have hAB : A * B ≠ 0 := mul_ne_zero hA (right_ne_zero_of_mul hqB)
  have lim : Tendsto (timeAverage fun t => q * total vy t / A) atTop
      (𝓝 (-(q * N / (A * B) * E))) := by
    have l := (average_drift h hm hqB).2.const_mul (q / A)
    have e : q / A * -(N * E / B) = -(q * N / (A * B) * E) := by ring
    rw [e] at l
    refine l.congr fun T => ?_
    have f : (fun t => q * total vy t / A) = fun t => q / A * total vy t := by
      funext t
      ring
    rw [f, timeAverage, timeAverage, intervalIntegral.integral_const_mul, mul_div_assoc]
  rw [← eq_div_iff hAB]
  constructor
  · intro hσ
    exact mul_right_cancel₀ hE (neg_injective (tendsto_nhds_unique hσ lim))
  · intro hσ
    rw [hσ]
    exact lim

/-- Two systems that obey `IsMotion` with the same `m > 0`, `q B ≠ 0`, `E ≠ 0` and area `A ≠ 0` that
show the same Hall conductivity `σ` contain the same number of charges. -/
theorem no_plateau {N' : ℕ} {wx wy Gx Gy : Fin N' → ℝ → ℝ}
    (h : IsMotion m q E B vx vy Fx Fy) (h' : IsMotion m q E B wx wy Gx Gy)
    (hm : 0 < m) (hqB : q * B ≠ 0) (hE : E ≠ 0) {A σ : ℝ} (hA : A ≠ 0)
    (hσ : Tendsto (timeAverage fun t => q * total vy t / A) atTop (𝓝 (-(σ * E))))
    (hσ' : Tendsto (timeAverage fun t => q * total wy t / A) atTop (𝓝 (-(σ * E)))) :
    N = N' := by
  have e := (hall_conductivity_iff h hm hqB hE hA σ).1 hσ
  have e' := (hall_conductivity_iff h' hm hqB hE hA σ).1 hσ'
  exact_mod_cast mul_left_cancel₀ (left_ne_zero_of_mul hqB) (e.symm.trans e')

/-- The signs `+1` and `-1` that label the two partners of a pair. -/
def side : Fin 2 → ℝ := ![1, -1]

/-- For nonzero `m` and `B`, two charges with opposite internal forces rotating at rate `Ω`
can combine drift, common cyclotron motion of amplitude `c` and a rotating relative velocity. -/
theorem isMotion_witness (hm : m ≠ 0) (hB : B ≠ 0) (c Ω : ℝ) :
    IsMotion m q E B
      (fun i t => c * Real.cos (q * B / m * t) - side i * (Ω * Real.sin (Ω * t)))
      (fun i t => -(E / B) - c * Real.sin (q * B / m * t) + side i * (Ω * Real.cos (Ω * t)))
      (fun i t => -(side i * (m * Ω ^ 2 + q * B * Ω) * Real.cos (Ω * t)))
      (fun i t => -(side i * (m * Ω ^ 2 + q * B * Ω) * Real.sin (Ω * t))) := by
  have hw : m * (q * B / m) = q * B := by field_simp
  have hd : B * (E / B) = E := by field_simp
  have hc (w t : ℝ) : HasDerivAt (fun s => Real.cos (w * s)) (-(w * Real.sin (w * t))) t :=
    ((hasDerivAt_id' t).const_mul w).cos.congr_deriv (by ring)
  have hs (w t : ℝ) : HasDerivAt (fun s => Real.sin (w * s)) (w * Real.cos (w * t)) t :=
    ((hasDerivAt_id' t).const_mul w).sin.congr_deriv (by ring)
  refine ⟨fun i t => ?_, fun i t => ?_, fun t => ?_, fun t => ?_⟩
  · refine ((((hc (q * B / m) t).const_mul c).fun_sub
      (((hs Ω t).const_mul Ω).const_mul (side i))).const_mul m).congr_deriv ?_
    linear_combination (-(c * Real.sin (q * B / m * t))) * hw + q * hd
  · refine (((((hs (q * B / m) t).const_mul c).const_sub (-(E / B))).fun_add
      (((hc Ω t).const_mul Ω).const_mul (side i))).const_mul m).congr_deriv ?_
    linear_combination (-(c * Real.cos (q * B / m * t))) * hw
  · simp [side, Fin.sum_univ_two]
    ring
  · simp [side, Fin.sum_univ_two]
    ring

end

end ClassicalHallNoPlateau
```

```lean
#print axioms ClassicalHallNoPlateau.hall_conductivity_iff
#print axioms ClassicalHallNoPlateau.no_plateau
```

```
'ClassicalHallNoPlateau.hall_conductivity_iff' depends on axioms: [propext, Classical.choice, Quot.sound]
'ClassicalHallNoPlateau.no_plateau' depends on axioms: [propext, Classical.choice, Quot.sound]
```

## How the lemmas fit together

`total_newton` differentiates the sum of the momenta term by term with `HasDerivAt.fun_sum` and uses `internal_x` and `internal_y` to remove the forces. `acceleration_of_momentum` divides by the mass, so that later lemmas can differentiate the velocities themselves.

`cyclotron_speed_conserved` is the statement that R is constant. Its local result `key` shows that Vx² + U² has derivative zero; the algebra is done by `linear_combination`, using B · (NE/B) = NE. Then `is_const_of_deriv_eq_zero` equates the values at t and 0.

`integrated_velocity` applies the fundamental theorem of calculus to both summed equations. The integrands are continuous because the total velocity is differentiable, so the individual forces need no continuity assumption.

`bounded_div_time` squeezes a bounded quantity divided by T between multiples of 1/T. In `average_drift`, the number `c` is m/(qB), and `bx` and `bY` bound Vx and U by `R`. From these, `dx` and `dy` obtain the bound 2R on the velocity changes. The two final blocks identify the time averages with the expressions found above and pass to the limit.

`hall_conductivity_iff` multiplies the y drift by q/A to get the limit of the current density. One direction then uses `tendsto_nhds_unique`, and the other substitutes the value of σ. `no_plateau` applies this equivalence to both systems and cancels q.

`isMotion_witness` supplies a family of interacting motions. Two charges share the drift and a cyclotron motion of amplitude `c`, here a free velocity parameter. Their relative motion is a rotation at rate `Ω`, with `side` giving the partners opposite signs. The forces are opposite too, and they are non-zero unless Ω = 0 or mΩ = −qB. The proof differentiates the sines and cosines and compares coefficients.
